# For a nonzero wave vector K with direction u, the strain (1 − tA)K turns the direction at the initial rate −Au + ⟨u, Au⟩u

**Q:** Stress calculations go wrong if the direction of a plane wave is strained carelessly. A nonlocal pseudopotential projector depends on the length of the wave vector \(K\) and, through an angular factor, on its direction \(u=K/\|K\|\). Suppose strain changes \(K\) to \(K-tAK\), with \(A\) a linear map and \(t\) a small parameter. If I let \(u\) change at the rate \(-Au\), then uniform scaling, \(A=1\), gives \(-u\), although no direction turns at all. A p projector then contributes a spurious stress. What is the correct rate?

**A:** It is \(-Au+\langle u,Au\rangle u\), where \(\langle\cdot,\cdot\rangle\) is the real inner product. The second term removes the part of \(-Au\) along \(u\), which belongs to the change of length. In plane-wave electronic-structure calculations this rate supplies the angular part of the nonlocal pseudopotential stress, to first order in strain and for \(K\neq0\).

**Q:** Derive it without skipping steps.

**A:** Write \(K(t)=K-tAK\), so \(K'(0)=-AK\). Differentiating the squared length gives \(-2\langle K,AK\rangle\) at \(t=0\). Taking the square root and using \(K=\|K\|u\),

\[
\frac{d}{dt}\|K(t)\|\Big|_0=\frac{-2\langle K,AK\rangle}{2\|K\|}=-\|K\|\langle u,Au\rangle .
\]

The inverse length therefore has derivative

\[
\frac{d}{dt}\frac1{\|K(t)\|}\Big|_0=\frac{\|K\|\langle u,Au\rangle}{\|K\|^2}=\frac{\langle u,Au\rangle}{\|K\|} .
\]

The product rule for \(K(t)/\|K(t)\|\) now gives

\[
-\frac{AK}{\|K\|}+\frac{\langle u,Au\rangle}{\|K\|}K=-Au+\langle u,Au\rangle u .
\]

Its inner product with \(u\) is \(-\langle u,Au\rangle+\langle u,Au\rangle\|u\|^2=0\), because \(\|u\|=1\).

**Q:** Which objects in the Lean code stand for these quantities?

**A:** The space `V` is any real inner product space, so ordinary three-dimensional reciprocal space is included.

```lean
import Mathlib

open Matrix

namespace StrainedDirection

noncomputable section

variable {V : Type*} [NormedAddCommGroup V] [InnerProductSpace ℝ V]
```

The direction is `unitDir K`. At \(K=0\) Lean returns the zero vector, which is not a direction; hence the hypothesis `K ≠ 0`.

```lean
/-- The direction `K / ‖K‖` of a wave vector, for `K ≠ 0`. -/
def unitDir (K : V) : V := ‖K‖⁻¹ • K
```

The strained wave vector is `strain A K t`. The map `A` need not be symmetric.

```lean
/-- The strained wave vector `K(t) = (1 - t A) K`. -/
def strain (A : V →ₗ[ℝ] V) (K : V) (t : ℝ) : V := K - t • A K
```

The candidate rate is only a formula at this stage. That it is the derivative has to be proved.

```lean
/-- The vector `-A u + ⟨u, A u⟩ u` built from a strain `A` and a direction `u`. -/
def directionRate (A : V →ₗ[ℝ] V) (u : V) : V := -A u + (inner ℝ u (A u)) • u
```

**Q:** A real deformation acts on positions, \(r\mapsto(1+t\varepsilon)r\). Reciprocal vectors then change by an inverse transpose, not along your straight line.

**A:** Correct. Keeping the phase \(K\cdot r\) fixed gives \((1+t\varepsilon^{T})^{-1}K\), whose velocity at \(t=0\) is \(-\varepsilon^{T}K\). With \(A=\varepsilon^{T}\), both paths have the same starting point and velocity, so their directions have the same first derivative. The theorems treat the straight path; this comparison is ordinary calculus added here. Second derivatives, needed for elastic constants, can differ.

**Q:** Then show me how the proof begins.

**A:** Two lemmas record that \(K(0)=K\) and that \(u\) has length one.

```lean
/-- At zero strain the wave vector is the original one. -/
theorem strain_zero (A : V →ₗ[ℝ] V) (K : V) : strain A K 0 = K := by
  simp [strain]

/-- The direction of a nonzero wave vector has length one. -/
theorem norm_unitDir {K : V} (hK : K ≠ 0) : ‖unitDir K‖ = 1 := by
  have hN : ‖K‖ ≠ 0 := norm_ne_zero_iff.mpr hK
  rw [unitDir, norm_smul, norm_inv, norm_norm, inv_mul_cancel₀ hN]
```

Next comes the velocity. `HasDerivAt f v 0` says that `f` is differentiable at 0 with derivative `v`.

```lean
/-- The strained wave vector `(1 - t A) K` has velocity `-A K` at `t = 0`. -/
theorem hasDerivAt_strain (A : V →ₗ[ℝ] V) (K : V) :
    HasDerivAt (strain A K) (-(A K)) 0 :=
  (((hasDerivAt_id' (0 : ℝ)).smul_const (A K)).const_sub K).congr_deriv (by simp)
```

The length is differentiated as above: `norm_sq.sqrt` takes the square root of the squared length, and `field_simp` cancels the factors of \(\|K\|\). This is also the rate needed for the radial part of a projector.

```lean
/-- The length of a nonzero wave vector with direction `u` changes under strain
at the rate `-‖K‖ ⟨u, A u⟩` at `t = 0`. -/
theorem hasDerivAt_norm_strain (A : V →ₗ[ℝ] V) {K : V} (hK : K ≠ 0) :
    HasDerivAt (fun t => ‖strain A K t‖)
      (-(‖K‖ * inner ℝ (unitDir K) (A (unitDir K)))) 0 := by
  have hN : ‖K‖ ≠ 0 := norm_ne_zero_iff.mpr hK
  -- differentiate the length as the square root of its square
  have h := (hasDerivAt_strain A K).norm_sq.sqrt
    (by rw [strain_zero]; exact pow_ne_zero 2 hN)
  simp only [Real.sqrt_sq, norm_nonneg] at h
  refine h.congr_deriv ?_
  rw [strain_zero]
  simp only [unitDir, map_smul, real_inner_smul_left, real_inner_smul_right,
    inner_neg_right]
  field_simp
```

**Q:** Does orthogonality really need a unit vector?

**A:** It fails for general nonzero \(u\). Take \(A=1\) and \(\|u\|=2\): the formula gives \(-u+4u=3u\), whose inner product with \(u\) is 12. With `‖u‖ = 1`, expanding the inner product leaves two terms that cancel.

```lean
/-- For a unit vector `u`, the vector `-A u + ⟨u, A u⟩ u` is orthogonal to `u`. -/
theorem inner_directionRate (A : V →ₗ[ℝ] V) {u : V} (hu : ‖u‖ = 1) :
    inner ℝ u (directionRate A u) = 0 := by
  rw [directionRate, inner_add_right, inner_neg_right, real_inner_smul_right,
    real_inner_self_eq_norm_sq, hu]
  ring
```

The main theorem joins the derivative and its orthogonality. In the proof, `inv` differentiates the inverse length and `smul` applies the product rule. The inner product is then named `c`, and `module` matches the coefficients of the vectors.

```lean
/-- The direction of a nonzero wave vector changes under any strain `A` at the rate
`-A u + ⟨u, A u⟩ u` at `t = 0`, and this rate is orthogonal to the direction `u`. -/
theorem hasDerivAt_direction (A : V →ₗ[ℝ] V) {K : V} (hK : K ≠ 0) :
    HasDerivAt (fun t => unitDir (strain A K t)) (directionRate A (unitDir K)) 0 ∧
      inner ℝ (unitDir K) (directionRate A (unitDir K)) = 0 := by
  refine ⟨?_, inner_directionRate A (norm_unitDir hK)⟩
  have hN : ‖K‖ ≠ 0 := norm_ne_zero_iff.mpr hK
  have hne : ‖strain A K 0‖ ≠ 0 := by rwa [strain_zero]
  -- product rule for inverse length times vector
  have h : HasDerivAt (fun t => ‖strain A K t‖⁻¹ • strain A K t)
      (‖strain A K 0‖⁻¹ • (-(A K)) +
        (-(-(‖K‖ * inner ℝ (unitDir K) (A (unitDir K)))) / ‖strain A K 0‖ ^ 2) •
          strain A K 0) 0 :=
    ((hasDerivAt_norm_strain A hK).inv hne).smul (hasDerivAt_strain A K)
  refine h.congr_deriv ?_
  rw [strain_zero, directionRate]
  generalize inner ℝ (unitDir K) (A (unitDir K)) = c
  have hc : -(-(‖K‖ * c)) / ‖K‖ ^ 2 = c * ‖K‖⁻¹ := by field_simp
  rw [hc]
  simp only [unitDir, map_smul]
  module
```

**Q:** My code has matrices, not abstract linear maps.

**A:** The next theorem is the version for \(\mathbb{R}^n\), with an arbitrary real matrix. `EuclideanSpace` carries the usual length, while `WithLp.toLp 2` and `.ofLp` convert between its vectors and plain coordinate lists. `*ᵥ` is the matrix–vector product and `⬝ᵥ` the dot product. The proof turns the matrix into a linear map `L`, checks that the path and the dot product agree with the abstract ones, and applies the main theorem.

```lean
/-- Matrix form in `R^n`: for `K ≠ 0` with direction `u` and any real matrix `A`, the
direction of `(1 - t A) K` has derivative `-A u + (u · A u) u` at `t = 0`. -/
theorem hasDerivAt_direction_matrix {n : ℕ} (A : Matrix (Fin n) (Fin n) ℝ)
    {K : EuclideanSpace ℝ (Fin n)} (hK : K ≠ 0) :
    HasDerivAt (fun t : ℝ => unitDir (WithLp.toLp 2 ((1 - t • A) *ᵥ K.ofLp)))
      (-WithLp.toLp 2 (A *ᵥ (unitDir K).ofLp) +
        ((unitDir K).ofLp ⬝ᵥ A *ᵥ (unitDir K).ofLp) • unitDir K) 0 := by
  -- the matrix as a linear map of Euclidean space
  let L : EuclideanSpace ℝ (Fin n) →ₗ[ℝ] EuclideanSpace ℝ (Fin n) :=
    { toFun := fun x => WithLp.toLp 2 (A *ᵥ x.ofLp)
      map_add' := fun x y => by ext i; simp [Matrix.mulVec_add]
      map_smul' := fun c x => by ext i; simp [Matrix.mulVec_smul] }
  have hfun : (fun t : ℝ => unitDir (WithLp.toLp 2 ((1 - t • A) *ᵥ K.ofLp))) =
      fun t => unitDir (strain L K t) := by
    funext t
    congr 1
    ext i
    simp [strain, L, Matrix.sub_mulVec, Matrix.smul_mulVec]
  have hin : inner ℝ (unitDir K) (L (unitDir K)) =
      (unitDir K).ofLp ⬝ᵥ A *ᵥ (unitDir K).ofLp := by
    simp [L, PiLp.inner_apply, dotProduct, mul_comm]
  rw [hfun, ← hin]
  exact (hasDerivAt_direction L hK).1
```

For \(n=1\), \(A\) is a number \(a\) and \(u=\pm1\), so the rate is \(-au+au=0\): on a line, a small strain cannot turn a direction.

**Q:** How fast does the direction turn otherwise?

**A:** The turning speed is the length of the rate vector. Put \(c=\langle u,Au\rangle\). Expanding the square of that length gives \(\|Au\|^2-2c^2+c^2=\|Au\|^2-c^2\), and the Lean proof does the same expansion.

```lean
/-- For a unit vector `u`, the squared length of `-A u + ⟨u, A u⟩ u` is
`‖A u‖² - ⟨u, A u⟩²`. -/
theorem norm_sq_directionRate (A : V →ₗ[ℝ] V) {u : V} (hu : ‖u‖ = 1) :
    ‖directionRate A u‖ ^ 2 = ‖A u‖ ^ 2 - (inner ℝ u (A u)) ^ 2 := by
  have hcomm : inner ℝ (A u) u = inner ℝ u (A u) := real_inner_comm _ _
  rw [← real_inner_self_eq_norm_sq (directionRate A u)]
  simp only [directionRate, inner_add_left, inner_add_right, inner_neg_left,
    inner_neg_right, real_inner_smul_left, real_inner_smul_right, hcomm,
    norm_smul, Real.norm_eq_abs, mul_pow, sq_abs,
    real_inner_self_eq_norm_sq, hu]
  ring
```

The rate vanishes exactly when \(u\) is an eigenvector of \(A\), eigenvalue zero included. If it vanishes, then \(Au=cu\). Conversely, if \(Au=\lambda u\) for some real \(\lambda\), then \(\langle u,Au\rangle=\lambda\) and the two terms cancel. The two branches of the proof are these two directions.

```lean
/-- For a unit vector `u`, the vector `-A u + ⟨u, A u⟩ u` vanishes exactly when `A u` is
a multiple of `u`. -/
theorem directionRate_eq_zero_iff (A : V →ₗ[ℝ] V) {u : V} (hu : ‖u‖ = 1) :
    directionRate A u = 0 ↔ ∃ c : ℝ, A u = c • u := by
  constructor
  · intro h
    exact ⟨inner ℝ u (A u), neg_add_eq_zero.mp h⟩
  · rintro ⟨c, hc⟩
    simp [directionRate, hc, real_inner_smul_right, hu]
```

**Q:** And the projector itself?

**A:** Let \(Y\) be its angular factor. The chain rule gives \(DY(u)\) applied to the rate, where \(DY(u)\), written `Y'` in Lean, is the derivative of \(Y\) at \(u\). For a p-type factor \(Y(u)=u_z\), this is \(-(Au)_z+\langle u,Au\rangle u_z\).

Here `Y` is real-valued and must be differentiable at \(u\) in the surrounding space, not just along the sphere. Real spherical harmonics written as polynomials in the components of \(u\) qualify; complex ones can be split into real and imaginary parts. The proof composes `hY` with the first half of the main theorem.

```lean
/-- An angular function `Y`, differentiable at the direction `u` of a nonzero wave vector,
changes under strain at the rate `DY(u)(-A u + ⟨u, A u⟩ u)` at `t = 0`. -/
theorem hasDerivAt_angular (A : V →ₗ[ℝ] V) {K : V} (hK : K ≠ 0)
    {Y : V → ℝ} {Y' : V →L[ℝ] ℝ} (hY : HasFDerivAt Y Y' (unitDir K)) :
    HasDerivAt (fun t => Y (unitDir (strain A K t)))
      (Y' (directionRate A (unitDir K))) 0 := by
  have hY0 : HasFDerivAt Y Y' (unitDir (strain A K 0)) := by rwa [strain_zero]
  exact hY0.comp_hasDerivAt 0 (hasDerivAt_direction A hK).1

end

end StrainedDirection
```

**Q:** So this is not yet the stress tensor.

**A:** No. The full nonlocal term also needs the radial derivative, the volume factors, the structure factors and the sum over occupied states. The theorem above provides the angular derivative that enters that sum.

```lean
#print axioms StrainedDirection.hasDerivAt_direction
#print axioms StrainedDirection.hasDerivAt_direction_matrix
#print axioms StrainedDirection.directionRate_eq_zero_iff
#print axioms StrainedDirection.hasDerivAt_angular
```

```
'StrainedDirection.hasDerivAt_direction' depends on axioms: [propext, Classical.choice, Quot.sound]
'StrainedDirection.hasDerivAt_direction_matrix' depends on axioms: [propext, Classical.choice, Quot.sound]
'StrainedDirection.directionRate_eq_zero_iff' depends on axioms: [propext, Classical.choice, Quot.sound]
'StrainedDirection.hasDerivAt_angular' depends on axioms: [propext, Classical.choice, Quot.sound]
```
